# Midpoint momentum sampling doubles the hard-wall density at $z=\pi/h$

Fill the free-electron states at a hard wall using the $M\ge 1$ momenta $k_j=(j+\tfrac12)h$, $j=0,\dots,M-1$, with spacing $h>0$. At distance $z$ from the wall, the sampled density is

$$n(z)=h\sum_{j=0}^{M-1}2\sin^2(k_jz)=Mh-\frac{h\sin(2Mhz)}{2\sin(hz)}\qquad(\sin(hz)\ne0).$$

At $z=\pi/h$ the sum equals $2Mh$, exactly twice the density that a continuum of momenta from $0$ to $Mh$ gives there.

## Electrons at a hard wall

Let the potential be constant for $z>0$. The wall forces each non-interacting state to vanish at $z=0$, so a state is a standing wave of momenta $k$ and $-k$ (with $\hbar=1$). Its density varies as $2\sin^2(kz)$, with mean 1 over a period. Filling all momenta from $0$ to $K$ gives

$$n_K(z)=\int_0^K2\sin^2(kz)\,dk,$$

with bulk value $K$ and Friedel oscillations near the wall. The sum $n(z)$ is the midpoint rule for this integral with $K=Mh$.

With midpoint sampling in this one-dimensional, non-interacting model, adding momenta at fixed $h$ leaves the false doubling at $\pi/h$; a finer spacing moves it outward.

## The densities and theorems in Lean

`momentum h j` is $k_j$, `sampledDensity h M z` is $n(z)$, and `continuumDensity K z` is $n_K(z)$. Constant prefactors such as $1/\pi$ and spin degeneracy are left out. The variables `h` and `z` are real numbers of either sign; physically, $h>0$ and $z\ge0$.

`sampledDensity_eq` is the closed form above, and `sampling_error` gives its difference from the continuum. `spurious_doubling` says that the ratio of the two densities at $\pi/h$ is 2, assuming $h\ne0$ and $M\ge1$; for $M=0$ both densities vanish. Under the same assumptions, `doubled_iff` says that $n(z)=2Mh$ exactly when $hz$ is an odd multiple of $\pi$.

The model has a sharp momentum cutoff and an impenetrable wall. It includes neither self-consistent screening nor an integration over momenta parallel to a surface.

## A telescoping sum and the sampling error

Write $2\sin^2(k_jz)=1-\cos(2k_jz)$. Since $2k_j\pm h$ equals $2(j+1)h$ or $2jh$,

$$2\sin(hz)\cos(2k_jz)=\sin(2(j+1)hz)-\sin(2jhz).$$

Summing over $j$ leaves only $\sin(2Mhz)$, so

$$2\sin(hz)\,n(z)=2Mh\sin(hz)-h\sin(2Mhz).$$

Division by $2\sin(hz)$ gives the closed form. For $z\ne0$, the integral is

$$n_K(z)=K-\frac{\sin(2Kz)}{2z}.$$

Setting $K=Mh$ and subtracting, wherever $\sin(hz)\ne0$,

$$n(z)-n_{Mh}(z)=\frac{\sin(2Mhz)}2\left(\frac1z-\frac h{\sin(hz)}\right).$$

## The image of the wall

At $z=\pi/h$ the telescoped identity reads $0=0$, so the value needs another argument. Let $hd=\pi$. Then $k_j(d-z)=(j+\tfrac12)\pi-k_jz$, whose squared sine is $\cos^2(k_jz)$. Hence

$$n(d-z)=h\sum_{j=0}^{M-1}2\cos^2(k_jz)=2Mh-n(z).$$

Since $n(0)=0$, this gives $n(d)=2Mh$. In the continuum, $\sin(2Mhd)=\sin(2M\pi)=0$, so $n_{Mh}(d)=Mh$ and the ratio is 2.

For general $z$,

$$2Mh-n(z)=h\sum_{j=0}^{M-1}2\cos^2(k_jz).$$

If the left side is zero, every cosine vanishes. The one with $j=0$ gives $hz/2=(m+\tfrac12)\pi$ for some integer $m$, so $hz=(2m+1)\pi$. Conversely, for such $z$ each $k_jz=(2j+1)(2m+1)\pi/2$ is an odd multiple of $\pi/2$, and all the cosines vanish.

## The Lean file and its proofs

```lean
import Mathlib

open Real

namespace HardWallMomentumSampling

noncomputable section

/-- The midpoint momentum `(j + 1/2) h` of the cell number `j = 0, 1, 2, ...` on a grid of
spacing `h`. -/
def momentum (h : ℝ) (j : ℕ) : ℝ := ((j : ℝ) + 1 / 2) * h

/-- The density at distance `z` from a hard wall, sampled with the `M` lowest midpoint momenta:
`h` times the sum of `2 sin² (k z)`. -/
def sampledDensity (h : ℝ) (M : ℕ) (z : ℝ) : ℝ :=
  h * ∑ j ∈ Finset.range M, 2 * sin (momentum h j * z) ^ 2

/-- The density at distance `z` from a hard wall with a continuum of momenta: the integral of
`2 sin² (k z)` over `k` from `0` to `K`. -/
def continuumDensity (K z : ℝ) : ℝ := ∫ k in (0 : ℝ)..K, 2 * sin (k * z) ^ 2

/-- Multiplied by `2 sin (h z)`, the sampled density telescopes to a bulk term and a single
oscillating term. -/
theorem sampledDensity_mul_sin (h : ℝ) (M : ℕ) (z : ℝ) :
    sampledDensity h M z * (2 * sin (h * z)) =
      2 * M * h * sin (h * z) - h * sin (2 * M * h * z) := by
  unfold sampledDensity
  induction M with
  | zero => simp
  | succ n ih =>
    -- the two neighbouring phases lie symmetrically about twice the midpoint phase
    have e1 : sin (2 * ((n + 1 : ℕ) : ℝ) * h * z) =
        sin (2 * (momentum h n * z) + h * z) := by
      congr 1
      unfold momentum
      push_cast
      ring
    have e2 : sin (2 * (n : ℝ) * h * z) = sin (2 * (momentum h n * z) - h * z) := by
      congr 1
      unfold momentum
      ring
    have c : cos (2 * (momentum h n * z)) = 1 - 2 * sin (momentum h n * z) ^ 2 := by
      rw [Real.cos_two_mul, Real.cos_sq']
      ring
    rw [e2, Real.sin_sub] at ih
    rw [Finset.sum_range_succ, e1, Real.sin_add]
    push_cast
    linear_combination ih + 2 * h * sin (h * z) * c

/-- Wherever `sin (h z)` is nonzero, the sampled density is the bulk value `M h` minus the
oscillation `h sin (2 M h z) / (2 sin (h z))`. -/
theorem sampledDensity_eq {h z : ℝ} (M : ℕ) (hs : sin (h * z) ≠ 0) :
    sampledDensity h M z = M * h - h * sin (2 * M * h * z) / (2 * sin (h * z)) := by
  have h2 : 2 * sin (h * z) ≠ 0 := mul_ne_zero two_ne_zero hs
  apply mul_right_cancel₀ h2
  rw [sampledDensity_mul_sin, sub_mul, div_mul_cancel₀ _ h2]
  ring

/-- Away from the wall plane `z = 0`, the continuum density is the bulk value `K` minus the
Friedel oscillation `sin (2 K z) / (2 z)`. -/
theorem continuumDensity_eq (K : ℝ) {z : ℝ} (hz : z ≠ 0) :
    continuumDensity K z = K - sin (2 * K * z) / (2 * z) := by
  have h2 : 2 * z ≠ 0 := mul_ne_zero two_ne_zero hz
  -- an explicit antiderivative in the momentum
  have hd : ∀ k : ℝ, HasDerivAt (fun k : ℝ => k - sin (2 * k * z) / (2 * z))
      (2 * sin (k * z) ^ 2) k := by
    intro k
    have h1 : HasDerivAt (fun k : ℝ => 2 * k * z) (2 * z) k :=
      (((hasDerivAt_id' k).const_mul (2 : ℝ)).mul_const z).congr_deriv (by ring)
    have c : cos (2 * k * z) = 1 - 2 * sin (k * z) ^ 2 := by
      rw [mul_assoc, Real.cos_two_mul, Real.cos_sq']
      ring
    refine ((hasDerivAt_id' k).fun_sub (h1.sin.div_const (2 * z))).congr_deriv ?_
    rw [mul_div_cancel_right₀ _ h2, c]
    ring
  unfold continuumDensity
  rw [intervalIntegral.integral_eq_sub_of_hasDerivAt (fun k _ => hd k)
    (Continuous.intervalIntegrable (by fun_prop) _ _)]
  simp

/-- Wherever `sin (h z)` is nonzero, the error of momentum sampling is the oscillation
`sin (2 M h z) / 2` times the difference between `1 / z` and `h / sin (h z)`. -/
theorem sampling_error {h z : ℝ} (M : ℕ) (hs : sin (h * z) ≠ 0) :
    sampledDensity h M z - continuumDensity (M * h) z =
      sin (2 * M * h * z) / 2 * (1 / z - h / sin (h * z)) := by
  have hz : z ≠ 0 := by
    rintro rfl
    simp at hs
  have e : 2 * ((M : ℝ) * h) * z = 2 * M * h * z := by ring
  rw [sampledDensity_eq M hs, continuumDensity_eq _ hz, e]
  ring

/-- If `h d = π`, the sampled densities at distance `z` from the wall and at the mirrored
position `d - z` add up to `2 M h`. -/
theorem sampledDensity_reflect {h d : ℝ} (hd : h * d = π) (M : ℕ) (z : ℝ) :
    sampledDensity h M (d - z) = 2 * M * h - sampledDensity h M z := by
  -- reflection turns every sine into a cosine, up to sign
  have term : ∀ j : ℕ, 2 * sin (momentum h j * (d - z)) ^ 2 =
      2 - 2 * sin (momentum h j * z) ^ 2 := by
    intro j
    have e : momentum h j * (d - z) = π / 2 - (momentum h j * z - j * π) := by
      unfold momentum
      linear_combination ((j : ℝ) + 1 / 2) * hd
    have s : ((-1 : ℝ) ^ j) ^ 2 = 1 := by
      rw [← pow_mul, mul_comm, pow_mul]
      norm_num
    rw [e, Real.sin_pi_div_two_sub, Real.cos_sub_nat_mul_pi, mul_pow, s, Real.cos_sq']
    ring
  unfold sampledDensity
  rw [Finset.sum_congr rfl (fun j _ => term j), Finset.sum_sub_distrib, Finset.sum_const,
    Finset.card_range, nsmul_eq_mul]
  ring

/-- At the distance `d` with `h d = π`, the sampled density is `2 M h`. -/
theorem sampledDensity_ghost {h d : ℝ} (hd : h * d = π) (M : ℕ) :
    sampledDensity h M d = 2 * M * h := by
  have r := sampledDensity_reflect hd M 0
  have z0 : sampledDensity h M 0 = 0 := by simp [sampledDensity]
  rwa [sub_zero, z0, sub_zero] at r

/-- For nonzero spacing `h` and at least one momentum, the sampled density at `z = π / h` is
exactly twice the continuum density with the same cutoff `M h`. -/
theorem spurious_doubling {h : ℝ} (hh : h ≠ 0) {M : ℕ} (hM : 1 ≤ M) :
    sampledDensity h M (π / h) / continuumDensity (M * h) (π / h) = 2 := by
  have hM' : (M : ℝ) ≠ 0 := Nat.cast_ne_zero.mpr (by omega)
  have hd : h * (π / h) = π := by field_simp
  -- the true Friedel oscillation has a node at this distance
  have e : 2 * ((M : ℝ) * h) * (π / h) = ((2 * M : ℕ) : ℝ) * π := by
    push_cast
    linear_combination 2 * (M : ℝ) * hd
  rw [sampledDensity_ghost hd, continuumDensity_eq _ (div_ne_zero Real.pi_ne_zero hh), e,
    Real.sin_nat_mul_pi, zero_div, sub_zero, div_eq_iff (mul_ne_zero hM' hh)]
  ring

/-- For nonzero spacing `h` and at least one momentum, the sampled density takes the value
`2 M h` exactly where `h z` is an odd multiple of `π`. -/
theorem doubled_iff {h : ℝ} (hh : h ≠ 0) {M : ℕ} (hM : 1 ≤ M) (z : ℝ) :
    sampledDensity h M z = 2 * M * h ↔ ∃ m : ℤ, h * z = (2 * m + 1) * π := by
  -- the deficit from the doubled value is a sum of squares
  have deficit : sampledDensity h M z =
      2 * M * h - h * ∑ j ∈ Finset.range M, 2 * cos (momentum h j * z) ^ 2 := by
    have term : ∀ j : ℕ, 2 * sin (momentum h j * z) ^ 2 =
        2 - 2 * cos (momentum h j * z) ^ 2 := by
      intro j
      rw [Real.sin_sq]
      ring
    unfold sampledDensity
    rw [Finset.sum_congr rfl (fun j _ => term j), Finset.sum_sub_distrib, Finset.sum_const,
      Finset.card_range, nsmul_eq_mul]
    ring
  rw [deficit]
  constructor
  · intro H
    have H0 : h * ∑ j ∈ Finset.range M, 2 * cos (momentum h j * z) ^ 2 = 0 := by
      linarith
    have hsum := (mul_eq_zero.mp H0).resolve_left hh
    -- the lowest momentum alone fixes the position
    have h0 := (Finset.sum_eq_zero_iff_of_nonneg (fun j _ => by positivity)).mp hsum 0
      (Finset.mem_range.mpr hM)
    have hc : cos (momentum h 0 * z) = 0 :=
      pow_eq_zero_iff two_ne_zero |>.mp ((mul_eq_zero.mp h0).resolve_left two_ne_zero)
    obtain ⟨m, hm⟩ := Real.cos_eq_zero_iff.mp hc
    refine ⟨m, ?_⟩
    unfold momentum at hm
    push_cast at hm
    linear_combination 2 * hm
  · rintro ⟨m, hm⟩
    have hc : ∀ j : ℕ, cos (momentum h j * z) = 0 := by
      intro j
      refine Real.cos_eq_zero_iff.mpr ⟨2 * j * m + j + m, ?_⟩
      unfold momentum
      push_cast
      linear_combination ((j : ℝ) + 1 / 2) * hm
    simp [hc]

end

end HardWallMomentumSampling
```

```lean
#print axioms HardWallMomentumSampling.sampling_error
#print axioms HardWallMomentumSampling.sampledDensity_reflect
#print axioms HardWallMomentumSampling.spurious_doubling
#print axioms HardWallMomentumSampling.doubled_iff
```

```
'HardWallMomentumSampling.sampling_error' depends on axioms: [propext, Classical.choice, Quot.sound]
'HardWallMomentumSampling.sampledDensity_reflect' depends on axioms: [propext, Classical.choice, Quot.sound]
'HardWallMomentumSampling.spurious_doubling' depends on axioms: [propext, Classical.choice, Quot.sound]
'HardWallMomentumSampling.doubled_iff' depends on axioms: [propext, Classical.choice, Quot.sound]
```

`sampledDensity_mul_sin` proves the telescoped identity by induction on `M`. Its equations `e1` and `e2` place the neighbouring phases on either side of $2k_nz$, `c` is the double-angle formula, and `linear_combination` adds the new term to the induction hypothesis. `sampledDensity_eq` then cancels the nonzero factor.

`continuumDensity_eq` differentiates the explicit antiderivative in $k$ and applies the fundamental theorem of calculus. `sampling_error` subtracts the two formulas, after deducing $z\ne0$ from $\sin(hz)\ne0$.

In `sampledDensity_reflect`, `term` converts each reflected sine into a cosine; the sign $(-1)^j$ disappears on squaring. `sampledDensity_ghost` sets $z=0$, and `spurious_doubling` divides by the continuum value.

For `doubled_iff`, `deficit` writes $n(z)$ as $2Mh$ minus the sum of squared cosines above. `Finset.sum_eq_zero_iff_of_nonneg` makes each term zero, and the term at index 0 fixes $z$. In the other direction, the integer `2 * j * m + j + m` shows that $k_jz$ is a zero of the cosine.
